# One-site translation preserves the energy eigenspaces of a translation-invariant Hamiltonian on a finite ring

The states here are complex amplitudes on a ring of `N` sites, with `N` nonzero, and the Hamiltonian is a real matrix `H` whose entries are unchanged when both site indices advance by one. The lemma `translate_mem` says that if `v` satisfies `H v = E v`, then so does the translated state, whose amplitude at site `i` is `v (i + 1)`, with the same `E`. The vector need not be normalised and may be zero, `E` may be any complex number, and `H` is not assumed symmetric. The proof takes the eigenvalue equation at site `i + 1`, shifts the summation index by one, and uses the invariance of `H` to recover the equation for the translated state at site `i`.

Lean 4 with Mathlib refuses this proof:

```lean
import Mathlib

open ComplexConjugate Module

namespace BlochTimeReversal

noncomputable section

variable {N : ℕ} [NeZero N]

/-- The complex eigenspace at energy `E` of a real Hamiltonian on a ring of `N` sites. -/
def level (H : Matrix (ZMod N) (ZMod N) ℝ) (E : ℂ) : Submodule ℂ (ZMod N → ℂ) :=
  Module.End.eigenspace (Matrix.toLin' (H.map (fun x : ℝ => (x : ℂ)))) E

/-- Translation of a state by one lattice site. -/
def translate (v : ZMod N → ℂ) : ZMod N → ℂ := fun i => v (i + 1)

/-- The stationary Schrödinger equation written site by site. -/
theorem mem_level {H : Matrix (ZMod N) (ZMod N) ℝ} {E : ℂ} {v : ZMod N → ℂ} :
    v ∈ level H E ↔ ∀ i, ∑ j, (H i j : ℂ) * v j = E * v i := by
  simp only [level, Module.End.mem_eigenspace_iff, Matrix.toLin'_apply, funext_iff,
    Matrix.mulVec, dotProduct, Matrix.map_apply, Pi.smul_apply, smul_eq_mul]

/-- Translation by one site preserves every level of a translation-invariant Hamiltonian. -/
theorem translate_mem {H : Matrix (ZMod N) (ZMod N) ℝ}
    (hT : ∀ i j, H (i + 1) (j + 1) = H i j) {E : ℂ} {v : ZMod N → ℂ}
    (hv : v ∈ level H E) : translate v ∈ level H E := by
  refine mem_level.2 fun i => ?_
  have h := mem_level.1 hv (i + 1)
  rw [← (Equiv.addRight (1 : ZMod N)).sum_comp] at h
  simpa only [Equiv.coe_addRight, hT, translate] using h

end

end BlochTimeReversal
```

The compiler's answer:

```
Main.lean:27:54: error: unsolved goals
case hs
N : ℕ
inst✝ : NeZero N
H : Matrix (ZMod N) (ZMod N) ℝ
hT : ∀ (i j : ZMod N), H (i + 1) (j + 1) = H i j
E : ℂ
v : ZMod N → ℂ
hv : v ∈ level H E
i : ZMod N
h : ∑ j, ↑(H (i + 1) j) * v j = E * v (i + 1)
⊢ {a | (Equiv.addRight 1) a ≠ a} ⊆ ↑Finset.univ
```

Diagnosis. The message shows a goal left over at the end of the proof: that the sites moved by the shift all lie in `Finset.univ`. This is trivially true, but nothing in the proof addresses it.

It comes from the way Lean reads the dot notation. `Equiv.addRight (1 : ZMod N)` has type `Equiv.Perm (ZMod N)`, so `.sum_comp` picks out `Equiv.Perm.sum_comp`. That lemma concerns a sum over a chosen finite set, and requires the set to contain every point the permutation moves. The `rw` succeeds but leaves this requirement, named `hs`, as a further goal. The closing `simpa` deals only with the main goal, so `hs` remains.

The repair names `Equiv.sum_comp` in full and passes it the shift as an argument. This lemma reindexes a sum over a whole finite type and has no such side condition, so the rewrite leaves nothing extra to prove.

The repair, with which the file compiles:

```diff
@@ -28,5 +28,5 @@
   refine mem_level.2 fun i => ?_
   have h := mem_level.1 hv (i + 1)
-  rw [← (Equiv.addRight (1 : ZMod N)).sum_comp] at h
+  rw [← Equiv.sum_comp (Equiv.addRight (1 : ZMod N))] at h
   simpa only [Equiv.coe_addRight, hT, translate] using h
 
```
